# The determinant of the identity plus two dyads is a two-by-two determinant of scalar products

Adding the two dyads u pᵀ and v qᵀ to the identity changes a linear map on a real n-dimensional space by a term of rank at most two. The lemma states that the determinant of the resulting matrix is (1 + p·u)(1 + q·v) − (p·v)(q·u), so that four scalar products suffice, whatever the finite dimension. The four vectors are arbitrary: they need be neither normalised nor orthogonal. The attempt collects u and v as the columns of a matrix U, and p and q as the rows of a matrix V, so that the dyads sum to UV. It then exchanges the factors, by det(1 + UV) = det(1 + VU), and expands the two-by-two determinant on the right.

An attempt in Lean 4 with a fault in it:

```lean
import Mathlib

open Polynomial Matrix

namespace DetOneAddTwoDyads

noncomputable section

variable {n : ℕ}

/-- The determinant of the identity plus two dyads `u pᵀ + v qᵀ` is a two-by-two determinant
of scalar products. -/
theorem det_one_add_two_dyads (u v p q : Fin n → ℝ) :
    (1 + vecMulVec u p + vecMulVec v q).det =
      (1 + p ⬝ᵥ u) * (1 + q ⬝ᵥ v) - (p ⬝ᵥ v) * (q ⬝ᵥ u) := by
  let U : Matrix (Fin n) (Fin 2) ℝ := Matrix.of fun i k => ![u i, v i] k
  let V : Matrix (Fin 2) (Fin n) ℝ := Matrix.of ![p, q]
  have h : 1 + vecMulVec u p + vecMulVec v q = 1 + U * V := by
    ext i j
    simp [U, V, Matrix.mul_apply, Fin.sum_univ_two, vecMulVec_apply, add_assoc]
  -- exchange the factors: the determinant becomes two-by-two
  rw [h, Matrix.det_one_add_mul_comm, Matrix.det_fin_two]
  simp [U, V, Matrix.mul_apply, dotProduct]

end

end DetOneAddTwoDyads
```

Lean reports:

```
Main.lean:15:59: error: unsolved goals
n : ℕ
u v p q : Fin n → ℝ
U : Matrix (Fin n) (Fin 2) ℝ := of fun i k => ![u i, v i] k
V : Matrix (Fin 2) (Fin n) ℝ := of ![p, q]
h : 1 + vecMulVec u p + vecMulVec v q = 1 + U * V
⊢ (1 + (p ᵥ* of fun i k => ![u i, v i] k) 0) * (1 + (q ᵥ* of fun i k => ![u i, v i] k) 1) -
      (p ᵥ* of fun i k => ![u i, v i] k) 1 * (q ᵥ* of fun i k => ![u i, v i] k) 0 =
    (1 + ∑ i, p i * u i) * (1 + ∑ i, q i * v i) - (∑ i, p i * v i) * ∑ i, q i * u i
Main.lean:23:14: warning: This simp argument is unused:
  Matrix.mul_apply

Hint: Omit it from the simp argument list.
  [apply] simp [U, V, dotProduct]

Note: This linter can be disabled with `set_option linter.unusedSimpArgs false`
```

Cause. The error is an unsolved goal left by the last `simp`; the steps before it go through. Since that call unfolds `V` into its explicit rows, `simp` turns the product `V * U` into row vectors times a matrix, written `p ᵥ* …` and `q ᵥ* …`. `Matrix.mul_apply`, which would have written the entries as sums, then finds no product to act on, and the warning reports it as unused. On the right, meanwhile, `dotProduct` has been unfolded into sums. The two sides are equal by definition, but nothing given to `simp` opens an entry of `ᵥ*`, so they never meet.

The repair states the four entries of `V * U` as scalar products, each proved by `rfl`. The `simp only` splits each entry of the sum with `Matrix.add_apply` and puts in these values, without unfolding `U` or `V`, so the product keeps the form the four equations expect. The closing `simp` has only to evaluate the entries of the identity matrix, one on the diagonal and zero off it.

Fix (accepted with no message):

```diff
@@ -20,6 +20,11 @@
     simp [U, V, Matrix.mul_apply, Fin.sum_univ_two, vecMulVec_apply, add_assoc]
   -- exchange the factors: the determinant becomes two-by-two
+  have e00 : (V * U) 0 0 = p ⬝ᵥ u := rfl
+  have e01 : (V * U) 0 1 = p ⬝ᵥ v := rfl
+  have e10 : (V * U) 1 0 = q ⬝ᵥ u := rfl
+  have e11 : (V * U) 1 1 = q ⬝ᵥ v := rfl
   rw [h, Matrix.det_one_add_mul_comm, Matrix.det_fin_two]
-  simp [U, V, Matrix.mul_apply, dotProduct]
+  simp only [Matrix.add_apply, e00, e01, e10, e11]
+  simp
 
 end
```
